# Direct-only minus antisymmetrised second order for hole pairs containing k: self-screening plus interference

When an electron is removed from an occupied spin orbital k, the second-order self-energy contains terms with two hole labels and one virtual orbital in which at least one of the hole labels is k itself. The question is how much these terms change when their exchange part is left out. The choice made here is to define both versions as restricted double sums over ordered hole pairs, with their original denominators, so that the simpler one-hole sums are derived and not assumed.

Spin orbitals are elements of a type `ι`, with finite sets `O` (occupied) and `V` (virtual; not a potential). The levels `e` and integrals `g` are arbitrary real functions. The integral g(p,q,r,s) is in charge-cloud order, usually written (pq|rs): the first two orbitals belong to one electron. Holes are called b and c, and the virtual orbital r, where many textbooks write i, j and a.

In Lean 4 with Mathlib:

```lean
import Mathlib

open Finset

namespace GWSelfScreening

noncomputable section

variable {ι : Type*} [DecidableEq ι]
```

## Two sums over the same hole pairs

The retained pairs (b,c) are those with b = k or c = k. Both orders count, and (k,k) is included.

```lean
/-- The ordered pairs of occupied spin orbitals in which at least one member is `k`. -/
def holePairs (O : Finset ι) (k : ι) : Finset (ι × ι) :=
  (O ×ˢ O).filter (fun p => p.1 = k ∨ p.2 = k)
```

The direct-only sum is

D = Σ_(b,c) Σ_r g(k,b,c,r)² / (e_k + e_r − e_b − e_c).

For GW calculations on atoms and molecules, this is the part with k among the holes of the direct second-order term, obtained by expanding a self-energy built on Hartree–Fock levels with non-interacting polarisation.

```lean
/-- The direct-only second-order terms of level `k` whose hole pair contains `k`, for occupied
set `O`, virtual set `V`, levels `e` and integrals `g`. The domain is that of nonzero
denominators, as when every virtual level lies above every occupied one. -/
def directPart (g : ι → ι → ι → ι → ℝ) (e : ι → ℝ) (O V : Finset ι) (k : ι) : ℝ :=
  ∑ p ∈ holePairs O k, ∑ r ∈ V, g k p.1 p.2 r ^ 2 / (e k + e r - e p.1 - e p.2)
```

The antisymmetrised sum also contains the exchanged integral:

A = ½ Σ_(b,c) Σ_r [g(k,b,c,r) − g(k,c,b,r)]² / (e_k + e_r − e_b − e_c).

Expanding the square gives two squares that become equal after b and c are interchanged. With the factor ½ they add up to D, which is why D has no such factor; the cross term is the exchange contribution.

```lean
/-- The same terms with antisymmetrised integrals and the factor one half. The domain is that of
nonzero denominators, as when every virtual level lies above every occupied one. -/
def antisymPart (g : ι → ι → ι → ι → ℝ) (e : ι → ℝ) (O V : Finset ι) (k : ι) : ℝ :=
  1 / 2 * ∑ p ∈ holePairs O k, ∑ r ∈ V,
    (g k p.1 p.2 r - g k p.2 p.1 r) ^ 2 / (e k + e r - e p.1 - e p.2)
```

That D and A are parts of the self-energy at energy e_k comes from perturbation theory and enters through these definitions. Hole pairs without k, terms with two virtual orbitals, and higher orders are left out, so the results do not fix the error of a complete GW level.

## Folding the pairs onto one hole

For any function F of two holes, the row b = k contributes every c, while each other row contributes only c = k. Hence

Σ_(b,c) F(b,c) = F(k,k) + Σ_(b≠k) [F(k,b) + F(b,k)].

In the proof, `h1` evaluates the row b = k and `h2` the remaining rows. The set `O.erase k` is the occupied set without k.

```lean
/-- For occupied `k`, a sum over hole pairs containing `k` consists of the pair `(k, k)` and,
for each other occupied `b`, the two pairs `(k, b)` and `(b, k)`. -/
theorem sum_holePairs {O : Finset ι} {k : ι} (hk : k ∈ O) (F : ι → ι → ℝ) :
    ∑ p ∈ holePairs O k, F p.1 p.2 = F k k + ∑ b ∈ O.erase k, (F k b + F b k) := by
  have h1 : ∑ c ∈ O, (if k = k ∨ c = k then F k c else 0)
      = F k k + ∑ c ∈ O.erase k, F k c := by
    rw [Finset.add_sum_erase O (fun c => F k c) hk]
    exact Finset.sum_congr rfl fun c _ => if_pos (Or.inl rfl)
  have h2 : ∀ b ∈ O.erase k, ∑ c ∈ O, (if b = k ∨ c = k then F b c else 0) = F b k := by
    intro b hb
    have hne := Finset.ne_of_mem_erase hb
    simp [hne, hk]
  unfold holePairs
  rw [Finset.sum_filter, Finset.sum_product]
  dsimp only
  rw [← Finset.add_sum_erase O _ hk, h1, Finset.sum_congr rfl h2, Finset.sum_add_distrib,
    add_assoc]
```

Now take F to be the direct summand. The pair (k,k) has denominator e_r − e_k. Both (k,b) and (b,k) have denominator e_r − e_b, because e_k cancels. With the abbreviations

x = g(k,k,b,r), y = g(k,b,k,r),

the result is

D = S + Σ_(b≠k) Σ_r (x² + y²) / (e_r − e_b),

S = Σ_r g(k,k,k,r)² / (e_r − e_k).

The term S is self-screening: the electron in k responds to its own removal. The proof applies the folding rule, and `ring` performs the cancellations in the denominators.

```lean
/-- For occupied `k`, the direct part is a term in which `k` screens itself, plus two squares
for every other occupied orbital and every virtual one. -/
theorem directPart_eq (g : ι → ι → ι → ι → ℝ) (e : ι → ℝ) {O : Finset ι} (V : Finset ι)
    {k : ι} (hk : k ∈ O) :
    directPart g e O V k = ∑ r ∈ V, g k k k r ^ 2 / (e r - e k)
      + ∑ b ∈ O.erase k, ∑ r ∈ V, (g k k b r ^ 2 + g k b k r ^ 2) / (e r - e b) := by
  refine (sum_holePairs hk
    (fun b c => ∑ r ∈ V, g k b c r ^ 2 / (e k + e r - e b - e c))).trans ?_
  congr 1
  · refine Finset.sum_congr rfl fun r _ => ?_
    rw [show e k + e r - e k - e k = e r - e k by ring]
  · refine Finset.sum_congr rfl fun b _ => ?_
    rw [← Finset.sum_add_distrib]
    refine Finset.sum_congr rfl fun r _ => ?_
    rw [show e k + e r - e k - e b = e r - e b by ring,
      show e k + e r - e b - e k = e r - e b by ring, ← add_div]
```

## The difference and a factor-two bound

In A, the pair (k,k) has numerator zero. The pairs (k,b) and (b,k) give (x − y)² and (y − x)², which are equal, so the factor ½ leaves one of them:

A = Σ_(b≠k) Σ_r (x − y)² / (e_r − e_b).

Since x² + y² − (x − y)² = 2xy, subtraction gives

D − A = S + Σ_(b≠k) Σ_r 2xy / (e_r − e_b).

The last sum is the interference between direct and exchange integrals. It can have either sign. If it is negative and larger in magnitude than S, then D is smaller than A. A bound that holds for either sign follows from

2(x² + y²) − (x − y)² = (x + y)² ≥ 0.

Dividing by the positive gaps e_r − e_b, summing, and using S ≥ 0 gives A ≤ 2D.

The theorem states the identity and the bound together. Its hypothesis `gap` says that every virtual level lies above every occupied one, as in a closed-shell ground state with a finite gap. No permutation symmetry of `g` is required. In the proof, `hA` is the folded form of A, `hs` is S ≥ 0, and `hb` is the estimate for the sums over b and r. It is proved term by term, and `nlinarith` is given the square (x + y)².

```lean
/-- Let `k` be occupied and every virtual level lie above every occupied one. The direct part
minus the antisymmetrised part is the self-screening term plus an interference term between
direct and exchange integrals, and the antisymmetrised part is at most twice the direct part. -/
theorem direct_sub_antisym (g : ι → ι → ι → ι → ℝ) (e : ι → ℝ) {O V : Finset ι} {k : ι}
    (hk : k ∈ O) (gap : ∀ b ∈ O, ∀ r ∈ V, e b < e r) :
    directPart g e O V k - antisymPart g e O V k
        = ∑ r ∈ V, g k k k r ^ 2 / (e r - e k)
          + ∑ b ∈ O.erase k, ∑ r ∈ V, 2 * g k k b r * g k b k r / (e r - e b)
      ∧ antisymPart g e O V k ≤ 2 * directPart g e O V k := by
  -- the pair (k, k) drops out, and the two orderings of (k, b) cancel the factor one half
  have hA : antisymPart g e O V k
      = ∑ b ∈ O.erase k, ∑ r ∈ V, (g k k b r - g k b k r) ^ 2 / (e r - e b) := by
    have h := sum_holePairs hk
      (fun b c => ∑ r ∈ V, (g k b c r - g k c b r) ^ 2 / (e k + e r - e b - e c))
    beta_reduce at h
    unfold antisymPart
    rw [h]
    have h0 : ∑ r ∈ V, (g k k k r - g k k k r) ^ 2 / (e k + e r - e k - e k) = 0 :=
      Finset.sum_eq_zero fun r _ => by simp
    rw [h0, zero_add, Finset.mul_sum]
    refine Finset.sum_congr rfl fun b _ => ?_
    rw [← Finset.sum_add_distrib, Finset.mul_sum]
    refine Finset.sum_congr rfl fun r _ => ?_
    rw [show e k + e r - e k - e b = e r - e b by ring,
      show e k + e r - e b - e k = e r - e b by ring]
    ring
  rw [hA, directPart_eq g e V hk]
  constructor
  · rw [add_sub_assoc, ← Finset.sum_sub_distrib]
    congr 1
    refine Finset.sum_congr rfl fun b _ => ?_
    rw [← Finset.sum_sub_distrib]
    refine Finset.sum_congr rfl fun r _ => ?_
    ring
  · -- termwise (x - y)² ≤ 2 (x² + y²), with positive denominators
    have hs : 0 ≤ ∑ r ∈ V, g k k k r ^ 2 / (e r - e k) :=
      Finset.sum_nonneg fun r hr =>
        div_nonneg (sq_nonneg _) (sub_pos.mpr (gap k hk r hr)).le
    have hb : ∑ b ∈ O.erase k, ∑ r ∈ V, (g k k b r - g k b k r) ^ 2 / (e r - e b)
        ≤ 2 * ∑ b ∈ O.erase k, ∑ r ∈ V,
            (g k k b r ^ 2 + g k b k r ^ 2) / (e r - e b) := by
      rw [Finset.mul_sum]
      refine Finset.sum_le_sum fun b hb => ?_
      rw [Finset.mul_sum]
      refine Finset.sum_le_sum fun r hr => ?_
      have hd := sub_pos.mpr (gap b (Finset.mem_of_mem_erase hb) r hr)
      rw [← mul_div_assoc]
      refine div_le_div_of_nonneg_right ?_ hd.le
      nlinarith [sq_nonneg (g k k b r + g k b k r)]
    linarith
```

The smallest case is a single electron, O = {k}. There is no other b, so A = 0 and D = S. Antisymmetrisation removes the contribution completely, whereas the direct sum, with every virtual level above k, keeps a positive one whenever some g(k,k,k,r) is nonzero.

The bound can fail if a virtual level lies below k. Take O = {k}, one virtual orbital r, e_k = 1, e_r = 0 and g(k,k,k,r) = 1. Then D = −1 and A = 0, so A ≤ 2D is false.

## When the direct sum is the larger one

If xy ≥ 0 for every other occupied b and every virtual r, both terms in D − A are nonnegative, and A ≤ D. The hypothesis `hg` is this sign condition. It is assumed, not derived from the Coulomb interaction. The proof rewrites D − A by the identity and adds the two nonnegative sums.

```lean
/-- If `k` is occupied, virtual levels lie above occupied ones, and no product of a direct and
its exchange integral is negative, the direct part is at least the antisymmetrised part. -/
theorem antisym_le_direct (g : ι → ι → ι → ι → ℝ) (e : ι → ℝ) {O V : Finset ι} {k : ι}
    (hk : k ∈ O) (gap : ∀ b ∈ O, ∀ r ∈ V, e b < e r)
    (hg : ∀ b ∈ O.erase k, ∀ r ∈ V, 0 ≤ g k k b r * g k b k r) :
    antisymPart g e O V k ≤ directPart g e O V k := by
  rw [← sub_nonneg, (direct_sub_antisym g e hk gap).1]
  refine add_nonneg (Finset.sum_nonneg fun r hr => ?_)
    (Finset.sum_nonneg fun b hb => Finset.sum_nonneg fun r hr => ?_)
  · exact div_nonneg (sq_nonneg _) (sub_pos.mpr (gap k hk r hr)).le
  · refine div_nonneg ?_ (sub_pos.mpr (gap b (Finset.mem_of_mem_erase hb) r hr)).le
    linarith [hg b hb r hr]
```

## Spin and the interference term

The Coulomb interaction does not flip spin, so g(p,q,r,s) vanishes when p and q have different spins. In particular, y = g(k,b,k,r) = 0 if b and k differ in spin, and then 2xy = 0. Only holes with the spin of k interfere:

D − A = S + Σ_(b≠k, spin b = spin k) Σ_r 2xy / (e_r − e_b).

The function `spin` assigns one of two values to each spin orbital, and `hspin` is the selection rule for the first charge cloud. The proof shows that every hole removed by the filter contributes zero. Holes of opposite spin still contribute x² to both D and A, and these contributions cancel in the difference.

```lean
/-- Let `k` be occupied, virtual levels lie above occupied ones, and integrals vanish when the
first two orbitals differ in spin. Then only holes with the spin of `k` enter the interference. -/
theorem direct_sub_antisym_spin (g : ι → ι → ι → ι → ℝ) (e : ι → ℝ) {O V : Finset ι} {k : ι}
    (hk : k ∈ O) (gap : ∀ b ∈ O, ∀ r ∈ V, e b < e r) (spin : ι → Bool)
    (hspin : ∀ p q r s, spin p ≠ spin q → g p q r s = 0) :
    directPart g e O V k - antisymPart g e O V k
      = ∑ r ∈ V, g k k k r ^ 2 / (e r - e k)
        + ∑ b ∈ (O.erase k).filter (fun b => spin k = spin b),
            ∑ r ∈ V, 2 * g k k b r * g k b k r / (e r - e b) := by
  rw [(direct_sub_antisym g e hk gap).1]
  congr 1
  symm
  refine Finset.sum_filter_of_ne fun b _ hne => ?_
  by_contra hs
  exact hne (Finset.sum_eq_zero fun r _ => by rw [hspin k b k r hs]; simp)
```

## Three orbitals that reach the factor two

Equality in the bound needs S = 0 and x = −y in every term. A model with three orbitals, 0 and 1 occupied and 2 virtual, achieves this for k = 0. Its integrals are built from two symmetric matrices, here called A′ and B′ to keep them apart from the sum A:

g(p,q,r,s) = A′(p,q) A′(r,s) + B′(p,q) B′(r,s).

The nonzero entries of A′ are A′(0,0) = 1 and A′(1,2) = A′(2,1) = 1.

```lean
/-- First symmetric factor of the three-orbital model integrals. -/
def factorA : Matrix (Fin 3) (Fin 3) ℝ := !![1, 0, 0; 0, 0, 1; 0, 1, 0]
```

Those of B′ are B′(0,1) = B′(1,0) = 1 and B′(0,2) = B′(2,0) = −1.

```lean
/-- Second symmetric factor of the three-orbital model integrals. -/
def factorB : Matrix (Fin 3) (Fin 3) ℝ := !![0, 1, -1; 1, 0, 0; -1, 0, 0]
```

Symmetry of the two matrices allows p and q to be interchanged, and the product form allows (p,q) and (r,s) to be interchanged. Together these generate the eightfold symmetry of real two-electron integrals.

```lean
/-- Model integrals on three orbitals, a sum of two products of symmetric factors. -/
def modelG (p q r s : Fin 3) : ℝ := factorA p q * factorA r s + factorB p q * factorB r s
```

The levels are −2, −1 and 1 in arbitrary energy units, so the virtual level lies above both occupied ones.

```lean
/-- Model levels: orbitals 0 and 1 at energies -2 and -1, orbital 2 at energy 1. -/
def modelE : Fin 3 → ℝ := ![-2, -1, 1]
```

The integrals that matter are

g(0,0,0,2) = 0, g(0,0,1,2) = 1, g(0,1,0,2) = −1.

Thus S = 0, x = 1 and y = −1, with gap e_2 − e_1 = 2. It follows that

D = (1 + 1)/2 = 1,

A = (1 + 1)²/2 = 2,

D − A = 2 · 1 · (−1)/2 = −1.

The factor two is therefore the best constant for arrays with this symmetry, and the sign condition of the previous comparison is violated here. The model supplies numbers with the right permutation symmetry, not integrals computed from actual orbitals.

In the proof, `hA` and `hB` check the symmetry of the matrices entry by entry, and `v1` to `v3` evaluate the three integrals. The value of D comes from its folded form, and that of A from the difference identity.

```lean
/-- The model integrals have the eightfold symmetry, and with orbitals 0 and 1 occupied and 2
virtual the direct part of orbital 0 is 1 while its antisymmetrised part is 2. -/
theorem factor_two_attained :
    (∀ p q r s, modelG p q r s = modelG q p r s ∧ modelG p q r s = modelG r s p q)
      ∧ directPart modelG modelE {0, 1} {2} 0 = 1
      ∧ antisymPart modelG modelE {0, 1} {2} 0 = 2 := by
  have hA : ∀ p q, factorA p q = factorA q p := by
    intro p q
    fin_cases p <;> fin_cases q <;> simp [factorA]
  have hB : ∀ p q, factorB p q = factorB q p := by
    intro p q
    fin_cases p <;> fin_cases q <;> simp [factorB]
  have v1 : modelG 0 0 0 2 = 0 := by simp [modelG, factorA, factorB]
  have v2 : modelG 0 0 1 2 = 1 := by simp [modelG, factorA, factorB]
  have v3 : modelG 0 1 0 2 = -1 := by simp [modelG, factorA, factorB]
  have e0 : modelE 0 = -2 := by simp [modelE]
  have e1 : modelE 1 = -1 := by simp [modelE]
  have e2 : modelE 2 = 1 := by simp [modelE]
  have h0 : (0 : Fin 3) ∈ ({0, 1} : Finset (Fin 3)) := by decide
  have hE : ({0, 1} : Finset (Fin 3)).erase 0 = {1} := by decide
  have gap : ∀ b ∈ ({0, 1} : Finset (Fin 3)), ∀ r ∈ ({2} : Finset (Fin 3)),
      modelE b < modelE r := by
    intro b hb r hr
    rw [Finset.mem_singleton] at hr
    rw [Finset.mem_insert, Finset.mem_singleton] at hb
    rcases hb with hb | hb
    · rw [hb, hr, e0, e2]; norm_num
    · rw [hb, hr, e1, e2]; norm_num
  have hD : directPart modelG modelE {0, 1} {2} 0 = 1 := by
    rw [directPart_eq modelG modelE {2} h0, hE]
    simp only [Finset.sum_singleton, v1, v2, v3, e0, e1, e2]
    norm_num
  refine ⟨fun p q r s => ⟨?_, ?_⟩, hD, ?_⟩
  · unfold modelG
    rw [hA p q, hB p q]
  · unfold modelG
    ring
  · -- the interference term is negative here
    have h := (direct_sub_antisym modelG modelE h0 gap).1
    rw [hD, hE] at h
    simp only [Finset.sum_singleton, v1, v2, v3, e0, e1, e2] at h
    norm_num at h
    linarith

end

end GWSelfScreening
```

```lean
#print axioms GWSelfScreening.direct_sub_antisym
#print axioms GWSelfScreening.antisym_le_direct
#print axioms GWSelfScreening.direct_sub_antisym_spin
#print axioms GWSelfScreening.factor_two_attained
```

```
'GWSelfScreening.direct_sub_antisym' depends on axioms: [propext, Classical.choice, Quot.sound]
'GWSelfScreening.antisym_le_direct' depends on axioms: [propext, Classical.choice, Quot.sound]
'GWSelfScreening.direct_sub_antisym_spin' depends on axioms: [propext, Classical.choice, Quot.sound]
'GWSelfScreening.factor_two_attained' depends on axioms: [propext, Classical.choice, Quot.sound]
```
